# Driving an undamped harmonic system at a mode frequency: every motion is unbounded if the force overlaps the mode

A molecule vibrating harmonically and without damping is pushed by a sinusoidal force whose frequency equals that of one of its normal modes. Can a suitable choice of initial positions and velocities keep the amplitude bounded, or does it grow in every case where the force has a component along the mode?

```lean
import Mathlib

open Matrix

namespace DrivenNormalModes

variable {n : Type*} [Fintype n]

/-- The displacement pattern `v` solves the mode equation `Φ v = w² M v`. -/
def IsModeShape (M Φ : Matrix n n ℝ) (w : ℝ) (v : n → ℝ) : Prop :=
  Φ *ᵥ v = w ^ 2 • (M *ᵥ v)

/-- The motion `u` is twice differentiable and obeys `M u'' = -Φ u + F cos (w t)` at all times. -/
def IsDrivenSolution (M Φ : Matrix n n ℝ) (F : n → ℝ) (w : ℝ) (u : ℝ → n → ℝ) : Prop :=
  ∃ u' u'' : ℝ → n → ℝ, ∀ t, HasDerivAt u (u' t) t ∧ HasDerivAt u' (u'' t) t ∧
    M *ᵥ u'' t = -(Φ *ᵥ u t) + Real.cos (w * t) • F

/-- The time derivatives of `sin (w t)` and `cos (w t)`. -/
theorem phase_derivatives (w t : ℝ) :
    HasDerivAt (fun s => Real.sin (w * s)) (Real.cos (w * t) * w) t ∧
    HasDerivAt (fun s => Real.cos (w * s)) (-Real.sin (w * t) * w) t := by
  have h : HasDerivAt (fun s : ℝ => w * s) w t := by
    simpa using (hasDerivAt_id' t).const_mul w
  exact ⟨h.sin, h.cos⟩

/-- A symmetric matrix can be moved from one side of the scalar product to the other. -/
theorem symm_dotProduct {A : Matrix n n ℝ} (hA : A.IsSymm) (v x : n → ℝ) :
    v ⬝ᵥ (A *ᵥ x) = (A *ᵥ v) ⬝ᵥ x := by
  rw [Matrix.dotProduct_mulVec, ← Matrix.mulVec_transpose, hA.eq]

/-- An oscillator of frequency `w > 0` driven at its own frequency, `q'' = -w² q + f cos (w t)`,
moves freely apart from a term `f t sin (w t) / (2 w)`. -/
theorem resonant_oscillator {w f : ℝ} (hw : 0 < w) {q q' q'' : ℝ → ℝ}
    (h1 : ∀ t, HasDerivAt q (q' t) t) (h2 : ∀ t, HasDerivAt q' (q'' t) t)
    (hq : ∀ t, q'' t = -w ^ 2 * q t + f * Real.cos (w * t)) (t : ℝ) :
    q t = q 0 * Real.cos (w * t) + q' 0 / w * Real.sin (w * t)
      + f / (2 * w) * t * Real.sin (w * t) := by
  have hs := fun t => (phase_derivatives w t).1
  have hc := fun t => (phase_derivatives w t).2
  -- two constants of the driven motion
  have hP : ∀ t, HasDerivAt (fun s => 2 * w * (q' s * Real.cos (w * s)
      + w * q s * Real.sin (w * s))
      - f * (w * s + Real.sin (w * s) * Real.cos (w * s))) 0 t := by
    intro t
    refine (((((h2 t).fun_mul (hc t)).fun_add
      (((h1 t).const_mul w).fun_mul (hs t))).const_mul (2 * w)).fun_sub
      ((((hasDerivAt_id' t).const_mul w).fun_add
        ((hs t).fun_mul (hc t))).const_mul f)).congr_deriv ?_
    linear_combination 2 * w * Real.cos (w * t) * hq t
      + f * w * Real.sin_sq_add_cos_sq (w * t)
  have hQ : ∀ t, HasDerivAt (fun s => 2 * w * (q' s * Real.sin (w * s)
      - w * q s * Real.cos (w * s)) - f * (Real.sin (w * s) * Real.sin (w * s))) 0 t := by
    intro t
    refine (((((h2 t).fun_mul (hs t)).fun_sub
      (((h1 t).const_mul w).fun_mul (hc t))).const_mul (2 * w)).fun_sub
      (((hs t).fun_mul (hs t)).const_mul f)).congr_deriv ?_
    linear_combination 2 * w * Real.sin (w * t) * hq t
  have cP := is_const_of_deriv_eq_zero (fun x => (hP x).differentiableAt)
    (fun x => (hP x).deriv) t 0
  have cQ := is_const_of_deriv_eq_zero (fun x => (hQ x).differentiableAt)
    (fun x => (hQ x).deriv) t 0
  simp only [mul_zero, Real.sin_zero, Real.cos_zero] at cP cQ
  -- eliminate the velocity
  have key : 2 * w ^ 2 * q t = 2 * w * q' 0 * Real.sin (w * t)
      + 2 * w ^ 2 * q 0 * Real.cos (w * t) + f * w * t * Real.sin (w * t) := by
    linear_combination Real.sin (w * t) * cP - Real.cos (w * t) * cQ
      - 2 * w ^ 2 * q t * Real.sin_sq_add_cos_sq (w * t)
  have e1 : w * (q' 0 / w) = q' 0 := by field_simp
  have e2 : w * (f / (2 * w)) = f / 2 := by field_simp
  have h0 : 2 * w ^ 2 ≠ 0 := by positivity
  apply mul_left_cancel₀ h0
  generalize q' 0 / w = a at *
  generalize f / (2 * w) = b at *
  linear_combination key - 2 * w * Real.sin (w * t) * e1
    - 2 * w * t * Real.sin (w * t) * e2

/-- For symmetric `M` and `Φ` and a mode shape `v` of frequency `w > 0`, the modal coordinate
`v · M u` of a motion driven at `w` has a part growing in time in proportion to `v · F`. -/
theorem modal_coordinate {M Φ : Matrix n n ℝ} (hM : M.IsSymm) (hΦ : Φ.IsSymm)
    {w : ℝ} (hw : 0 < w) {v F : n → ℝ} (hv : IsModeShape M Φ w v)
    {u : ℝ → n → ℝ} (hu : IsDrivenSolution M Φ F w u) (t : ℝ) :
    v ⬝ᵥ (M *ᵥ u t) = v ⬝ᵥ (M *ᵥ u 0) * Real.cos (w * t)
      + v ⬝ᵥ (M *ᵥ deriv u 0) / w * Real.sin (w * t)
      + v ⬝ᵥ F / (2 * w) * t * Real.sin (w * t) := by
  obtain ⟨u', u'', h⟩ := hu
  have hd : ∀ (x : ℝ → n → ℝ) (x' : n → ℝ) (s : ℝ), HasDerivAt x x' s →
      HasDerivAt (fun r => v ⬝ᵥ (M *ᵥ x r)) (v ⬝ᵥ (M *ᵥ x')) s := by
    intro x x' s hx
    simp only [symm_dotProduct hM]
    simp only [dotProduct]
    exact HasDerivAt.fun_sum fun i _ => (hasDerivAt_pi.1 hx i).const_mul _
  rw [(h 0).1.deriv]
  refine resonant_oscillator hw (q := fun s => v ⬝ᵥ (M *ᵥ u s))
    (q' := fun s => v ⬝ᵥ (M *ᵥ u' s)) (q'' := fun s => v ⬝ᵥ (M *ᵥ u'' s))
    (fun s => hd _ _ s (h s).1) (fun s => hd _ _ s (h s).2.1) (fun s => ?_) t
  -- project Newton's equation on the mode
  have hp : v ⬝ᵥ (Φ *ᵥ u s) = w ^ 2 * (v ⬝ᵥ (M *ᵥ u s)) := by
    rw [symm_dotProduct hΦ, hv, smul_dotProduct, smul_eq_mul, symm_dotProduct hM]
  simp only [(h s).2.2, dotProduct_add, dotProduct_neg, dotProduct_smul, smul_eq_mul, hp]
  ring

/-- Resonance: for symmetric `M` and `Φ`, if the force `F cos (w t)`, `w > 0`, has `v · F ≠ 0`
for a mode shape `v` of frequency `w`, every solution exceeds every bound at some `t ≥ 0`. -/
theorem resonance_unbounded {M Φ : Matrix n n ℝ} (hM : M.IsSymm) (hΦ : Φ.IsSymm)
    {w : ℝ} (hw : 0 < w) {v F : n → ℝ} (hv : IsModeShape M Φ w v) (hF : v ⬝ᵥ F ≠ 0)
    {u : ℝ → n → ℝ} (hu : IsDrivenSolution M Φ F w u) (C : ℝ) :
    ∃ t, 0 ≤ t ∧ C < ‖u t‖ := by
  by_contra hcon
  push Not at hcon
  have hq := modal_coordinate hM hΦ hw hv hu
  set p := v ⬝ᵥ (M *ᵥ deriv u 0) / w
  set a := v ⬝ᵥ F / (2 * w) with ha
  have ha0 : 0 < |a| := abs_pos.2 (div_ne_zero hF (by positivity))
  set K := ∑ i, |(M *ᵥ v) i| with hK
  -- the modal coordinate is controlled by the displacement
  have hb : ∀ x : n → ℝ, |v ⬝ᵥ (M *ᵥ x)| ≤ K * ‖x‖ := by
    intro x
    rw [symm_dotProduct hM, hK, Finset.sum_mul]
    refine (Finset.abs_sum_le_sum_abs _ _).trans (Finset.sum_le_sum fun i _ => ?_)
    rw [abs_mul]
    exact mul_le_mul_of_nonneg_left (norm_le_pi_norm x i) (abs_nonneg _)
  have hK0 : 0 ≤ K := Finset.sum_nonneg fun i _ => abs_nonneg _
  -- look at a late time at which the sine equals one
  obtain ⟨k, hk⟩ := exists_nat_gt (w * ((K * C + |p|) / |a|))
  obtain ⟨T, hT⟩ : ∃ T, w * T = Real.pi / 2 + k * (2 * Real.pi) :=
    ⟨(Real.pi / 2 + k * (2 * Real.pi)) / w, by field_simp⟩
  have hkT : (k : ℝ) ≤ w * T := by
    rw [hT]
    nlinarith [Real.pi_gt_three, Nat.cast_nonneg (α := ℝ) k]
  have hT0 : 0 ≤ T := by
    by_contra hneg
    nlinarith [Nat.cast_nonneg (α := ℝ) k, mul_pos hw (neg_pos.2 (not_le.1 hneg))]
  have hqT := hq T
  rw [hT, Real.sin_add_nat_mul_two_pi, Real.cos_add_nat_mul_two_pi, Real.sin_pi_div_two,
    Real.cos_pi_div_two] at hqT
  have h1 : |v ⬝ᵥ (M *ᵥ u T)| ≤ K * C :=
    (hb _).trans (mul_le_mul_of_nonneg_left (hcon T hT0) hK0)
  have h2 : T * |a| ≤ K * C + |p| := by
    have e : a * T = v ⬝ᵥ (M *ᵥ u T) - p := by linear_combination -hqT
    calc T * |a| = |a * T| := by rw [abs_mul, abs_of_nonneg hT0, mul_comm]
      _ ≤ |v ⬝ᵥ (M *ᵥ u T)| + |p| := by rw [e]; exact abs_sub _ _
      _ ≤ K * C + |p| := by linarith
  have h3 := mul_le_mul_of_nonneg_left ((le_div_iff₀ ha0).2 h2) hw.le
  linarith

/-- For symmetric `M` and `Φ`, if `F` is orthogonal to every mode shape of frequency `w`,
some fixed pattern `x` gives a solution `x cos (w t)` of the driven equation. -/
theorem steady_response {M Φ : Matrix n n ℝ} (hM : M.IsSymm) (hΦ : Φ.IsSymm)
    {w : ℝ} {F : n → ℝ} (hF : ∀ v, IsModeShape M Φ w v → v ⬝ᵥ F = 0) :
    ∃ x : n → ℝ, IsDrivenSolution M Φ F w (fun t => Real.cos (w * t) • x) := by
  classical
  have hA : (Φ - w ^ 2 • M).IsSymm := hΦ.sub (hM.smul _)
  have hmul : ∀ x, (Φ - w ^ 2 • M) *ᵥ x = Φ *ᵥ x - w ^ 2 • (M *ᵥ x) := fun x => by
    rw [Matrix.sub_mulVec, Matrix.smul_mulVec]
  have hr : F ∈ LinearMap.range (Φ - w ^ 2 • M).mulVecLin := by
    by_contra hn
    -- a functional that vanishes on the range is a mode shape
    obtain ⟨g, hg, hmap⟩ := Submodule.exists_dual_map_eq_bot_of_notMem hn inferInstance
    let v : n → ℝ := fun i => g (fun j => if i = j then 1 else 0)
    have hgv : ∀ x, g x = v ⬝ᵥ x := fun x => by
      rw [LinearMap.pi_apply_eq_sum_univ g x]
      exact Finset.sum_congr rfl fun i _ => mul_comm _ _
    have hz : ∀ x, v ⬝ᵥ ((Φ - w ^ 2 • M) *ᵥ x) = 0 := fun x => by
      have hx : g ((Φ - w ^ 2 • M) *ᵥ x) ∈
          (LinearMap.range (Φ - w ^ 2 • M).mulVecLin).map g := ⟨_, ⟨x, rfl⟩, rfl⟩
      rw [hmap, Submodule.mem_bot] at hx
      rw [← hgv, hx]
    have hv0 := hz ((Φ - w ^ 2 • M) *ᵥ v)
    rw [symm_dotProduct hA, dotProduct_self_eq_zero, hmul] at hv0
    exact hg ((hgv F).trans (hF v (sub_eq_zero.1 hv0)))
  obtain ⟨x, hx⟩ := hr
  rw [Matrix.mulVecLin_apply, hmul] at hx
  refine ⟨x, fun t => (-Real.sin (w * t) * w) • x,
    fun t => (-(Real.cos (w * t) * w) * w) • x, fun t => ⟨?_, ?_, ?_⟩⟩
  · exact (phase_derivatives w t).2.smul_const x
  · exact ((phase_derivatives w t).1.fun_neg.mul_const w).smul_const x
  · rw [← hx, Matrix.mulVec_smul, Matrix.mulVec_smul]
    module

/-- For symmetric `M` and `Φ` and `w > 0`, a solution bounded on `t ≥ 0` exists exactly when
`F` is orthogonal to every mode shape of frequency `w`. -/
theorem bounded_solution_iff {M Φ : Matrix n n ℝ} (hM : M.IsSymm) (hΦ : Φ.IsSymm)
    {w : ℝ} (hw : 0 < w) (F : n → ℝ) :
    (∃ u, IsDrivenSolution M Φ F w u ∧ ∃ C, ∀ t, 0 ≤ t → ‖u t‖ ≤ C) ↔
      ∀ v, IsModeShape M Φ w v → v ⬝ᵥ F = 0 := by
  constructor
  · rintro ⟨u, hu, C, hC⟩ v hv
    by_contra hF
    obtain ⟨t, ht, hlt⟩ := resonance_unbounded hM hΦ hw hv hF hu C
    exact not_lt_of_ge (hC t ht) hlt
  · intro hF
    obtain ⟨x, hx⟩ := steady_response hM hΦ hF
    refine ⟨_, hx, ‖x‖, fun t _ => ?_⟩
    rw [norm_smul, Real.norm_eq_abs]
    exact mul_le_of_le_one_left (norm_nonneg x) (Real.abs_cos_le_one _)

/-- A force `M v cos (w t)` along a mode shape `v` of frequency `w > 0` admits the motion
`t sin (w t) / (2 w) v`. -/
theorem secular_solution {M Φ : Matrix n n ℝ} {w : ℝ} (hw : 0 < w) {v : n → ℝ}
    (hv : IsModeShape M Φ w v) :
    IsDrivenSolution M Φ (M *ᵥ v) w (fun t => (t * Real.sin (w * t) / (2 * w)) • v) := by
  have h2w : 2 * w ≠ 0 := by positivity
  refine ⟨fun t => ((Real.sin (w * t) + t * (Real.cos (w * t) * w)) / (2 * w)) • v,
    fun t => ((2 * w * Real.cos (w * t) - w ^ 2 * (t * Real.sin (w * t))) / (2 * w)) • v,
    fun t => ⟨?_, ?_, ?_⟩⟩
  · refine HasDerivAt.smul_const ?_ v
    exact (((hasDerivAt_id' t).fun_mul (phase_derivatives w t).1).div_const
      (2 * w)).congr_deriv (by ring)
  · refine HasDerivAt.smul_const ?_ v
    exact (((phase_derivatives w t).1.fun_add ((hasDerivAt_id' t).fun_mul
      ((phase_derivatives w t).2.mul_const w))).div_const (2 * w)).congr_deriv (by ring)
  · rw [Matrix.mulVec_smul, Matrix.mulVec_smul, hv, sub_div, mul_div_cancel_left₀ _ h2w,
      mul_div_assoc]
    module

/-- Two coupled masses 1 and 2 with mode shape `(1, 1)` of frequency 1, a force that is not
orthogonal to it, and a solution of the driven equation. -/
theorem resonance_witness :
    (diagonal ![1, 2] : Matrix (Fin 2) (Fin 2) ℝ).IsSymm ∧
    (!![2, -1; -1, 3] : Matrix (Fin 2) (Fin 2) ℝ).IsSymm ∧
    IsModeShape (diagonal ![1, 2]) !![2, -1; -1, 3] 1 ![1, 1] ∧
    (![1, 1] : Fin 2 → ℝ) ⬝ᵥ (diagonal ![1, 2] *ᵥ ![1, 1]) ≠ 0 ∧
    IsDrivenSolution (diagonal ![1, 2]) !![2, -1; -1, 3] (diagonal ![1, 2] *ᵥ ![1, 1]) 1
      (fun t => (t * Real.sin (1 * t) / (2 * 1)) • ![1, 1]) := by
  have hv : IsModeShape (diagonal ![1, 2]) !![2, -1; -1, 3] 1 ![1, 1] := by
    unfold IsModeShape
    ext i
    fin_cases i <;> simp [Matrix.mulVec, dotProduct, Fin.sum_univ_two] <;> norm_num
  refine ⟨Matrix.isSymm_diagonal _, Matrix.IsSymm.ext ?_, hv, ?_,
    secular_solution one_pos hv⟩
  · intro i j
    fin_cases i <;> fin_cases j <;> rfl
  · simp [Matrix.mulVec, dotProduct, Fin.sum_univ_two]
    norm_num

end DrivenNormalModes
```

```lean
#print axioms DrivenNormalModes.resonance_unbounded
#print axioms DrivenNormalModes.bounded_solution_iff
```

```
'DrivenNormalModes.resonance_unbounded' depends on axioms: [propext, Classical.choice, Quot.sound]
'DrivenNormalModes.bounded_solution_iff' depends on axioms: [propext, Classical.choice, Quot.sound]
```

## Growth for all initial conditions

Let $u(t)$ be the list of displacements, $M$ the mass matrix, $\Phi$ the matrix of force constants, $F$ the force amplitudes and $w$ the angular frequency, usually written $\omega$. The equation of motion is
$$M u'' = -\Phi u + F\cos(wt).$$
A mode shape of frequency $w$ is a vector $v$ with $\Phi v = w^2 M v$.

`resonance_unbounded` says: if $M$ and $\Phi$ are symmetric, $w>0$, and some mode shape $v$ of frequency $w$ has $v\cdot F\neq 0$, then for every solution $u$ and every number $C$ there is a time $t\ge 0$ with $\|u(t)\|>C$. No initial condition appears among the hypotheses, so none can prevent the growth. The displacement need not stay large after its norm has passed $C$; the motion may return close to the origin in each period.

`bounded_solution_iff` adds that a solution bounded on $t\ge0$ exists exactly when $F$ is orthogonal to all mode shapes of frequency $w$. For a degenerate frequency this means the whole eigenspace. Other solutions may still be unbounded under this condition: a free molecule with a net momentum drifts away.

## Masses, force constants and the driving force

The finite type `n` labels the Cartesian coordinates, and a displacement pattern is a function `n → ℝ`. Its norm in Lean is the largest absolute value of a coordinate.

`IsModeShape` is the generalized eigenvalue equation. It admits $v=0$, which the condition $v\cdot F\ne0$ then excludes. `IsDrivenSolution` requires a velocity `u'` and an acceleration `u''`, linked to `u` by `HasDerivAt`, and Newton's equation at every real time, negative times included.

Symmetry of $\Phi$ expresses that the internal forces come from a potential energy. A diagonal $M$ with positive masses is the textbook case, but the theorems ask only for symmetry. They do not assert that solutions with given initial data exist.

In electronic structure work $\Phi$ is the Hessian of the energy at an equilibrium geometry. For an oscillating uniform electric field that couples linearly to the displacements, $F$ is built from the dipole derivatives and the strength and direction of the field. Classically, in the harmonic approximation, the mode is infrared active when $v\cdot F\neq0$ for some direction of the field; a field perpendicular to the mode's dipole derivative gives $v\cdot F=0$ even for an active mode.

The theorems do not justify using this linear, undamped equation for a real molecule at large amplitude, where anharmonic forces and energy loss matter.

## The modal coordinate contains a term proportional to $t\sin(wt)$

Put $q = v\cdot Mu$ and $f = v\cdot F$. Projecting Newton's equation on $v$ and using the symmetry of both matrices gives
$$q'' = -v\cdot\Phi u + f\cos(wt) = -(\Phi v)\cdot u + f\cos(wt) = -w^2 q + f\cos(wt).$$
This is the calculation in `modal_coordinate`, where `symm_dotProduct` moves a matrix across the scalar product.

The remaining scalar equation is solved in `resonant_oscillator`. Write $s=\sin(wt)$ and $c=\cos(wt)$, and consider
$$P = 2w(q'c + wqs) - f(wt+sc),\qquad Q = 2w(q's - wqc) - fs^2.$$
Their derivatives vanish:
$$P' = 2w(q''+w^2q)c - 2wfc^2 = 0,\qquad Q' = 2w(q''+w^2q)s - 2wfsc = 0.$$
Hence $P = P(0) = 2wq'(0)$ and $Q = Q(0) = -2w^2q(0)$. The combination $sP-cQ$ eliminates the velocity:
$$2w^2q - fwts = 2wq'(0)s + 2w^2q(0)c,$$
and division by $2w^2$ gives
$$q(t) = q(0)\cos(wt) + \frac{q'(0)}{w}\sin(wt) + \frac{f}{2w}\,t\sin(wt).$$
In Lean, `hP` and `hQ` are the two vanishing derivatives, `is_const_of_deriv_eq_zero` turns them into constants, and `linear_combination` checks the algebra.

Now suppose that $\|u(t)\|\le C$ for all $t\ge0$. Since $q=(Mv)\cdot u$, we have $|q|\le K\|u\|$ with $K=\sum_i|(Mv)_i|$. At the times $T$ with $wT = \pi/2+2\pi k$, $k=0,1,2,\dots$, the cosine is zero and the sine is one, so
$$q(T) = p + aT,\qquad p=\frac{q'(0)}{w},\quad a=\frac{f}{2w}\neq0.$$
Therefore $|a|T\le KC+|p|$ for all these $T$, which is false for large $k$. The Lean proof takes an integer $k$ above $w(KC+|p|)/|a|$ and uses $k\le wT$ to reach the contradiction.

## A bounded response when the force misses the modes

Let $A=\Phi-w^2M$. The mode shapes of frequency $w$ are exactly the vectors with $Av=0$. `steady_response` shows that if $F$ is orthogonal to all of them, then $Ax=F$ has a solution $x$.

If $F$ were not in the range of $A$, some linear functional would vanish on the range but not at $F$. It has the form $y\mapsto v\cdot y$, so $v\cdot Ay=0$ for every $y$. Choosing $y=Av$ and using the symmetry of $A$ gives $(Av)\cdot(Av)=0$. Thus $v$ is a mode shape, and $v\cdot F=0$ by assumption, a contradiction.

With $Ax=F$, the motion $u=x\cos(wt)$ satisfies
$$Mu'' = -w^2Mx\cos(wt) = -\Phi x\cos(wt)+F\cos(wt),$$
and its norm never exceeds $\|x\|$. This is one direction of `bounded_solution_iff`; the other is `resonance_unbounded`.

## One mass and two masses

For a single mass $m$ on a spring of constant $mw^2$, take $v=1$, so that $q=mu$ and $f=F$. The formula for $q$ becomes
$$u(t)=u(0)\cos(wt)+\frac{u'(0)}{w}\sin(wt)+\frac{F}{2mw}\,t\sin(wt).$$

For any number of coordinates, `secular_solution` takes $F=Mv$ and verifies the motion $u=g(t)\,v$ with $g=t\sin(wt)/(2w)$. Differentiating twice gives $g''=\cos(wt)-w^2g$, so $Mu''=-\Phi u+Mv\cos(wt)$.

`resonance_witness` applies this to masses 1 and 2, joined by a spring of constant 1 and tied to walls by springs of constants 1 and 2. The mode shape $v=(1,1)$ has frequency 1, the force amplitudes are $F=(1,2)$, and if both masses start at rest from equilibrium, each moves as $\tfrac12t\sin t$. Here $v\cdot F=3$; for the mass-normalised mode $(1,1)/\sqrt3$ the overlap is $\sqrt3$.
